# The pair density of a Hermitian idempotent matrix of trace k is nonnegative and sums to k(k − 1)

Let \(D\) be the one-particle density matrix of \(k\) electrons in a single Slater determinant, written in a finite orthonormal basis of spin orbitals. Then \(D^\dagger = D\), \(D^2 = D\) and \(\operatorname{tr} D = k\). I define the pair density, over ordered pairs and without a factor \(1/2\), as

\[
g_{ij} = D_{ii}D_{jj} - |D_{ij}|^2 .
\]

It should be the joint probability of finding spin orbitals \(i\) and \(j\) occupied by two different electrons. But it is a difference of two terms, and the first alone sums to \(k^2\), which is too many pairs. Why does the exchange term remove exactly \(k\) of them, and never so much at one place that \(g_{ij}\) becomes negative? And if \(D\) had fractional occupations, would the total reveal it?

## Counting pairs with an idempotent matrix

Idempotency fixes the count and also gives \(g_{ij}\) as a sum of squares. For occupations between 0 and 1, the total does reveal fractional ones.

**The count.** Hermiticity makes \(D_{ii}\) real and gives \(\overline{D_{ij}} = D_{ji}\), so

\[
\sum_j |D_{ij}|^2 = \sum_j D_{ij}D_{ji} = (D^2)_{ii},
\qquad
\sum_j g_{ij} = k D_{ii} - (D^2)_{ii}.
\]

With \(D^2 = D\) the row sum is \((k-1)D_{ii}\), and summing over \(i\) gives \(k(k-1)\). The exchange term removes \(D_{ii}\) from each row, hence \(k\) in total. For equal indices, \(g_{ii} = D_{ii}^2 - |D_{ii}|^2 = 0\).

**The sign.** Take the two-by-two determinant formed from rows \(i, j\) and columns \(a, b\), and expand its squared modulus:

\[
|D_{ia}D_{jb} - D_{ib}D_{ja}|^2 = |D_{ia}|^2|D_{jb}|^2 + |D_{ib}|^2|D_{ja}|^2 - 2\operatorname{Re}\!\left[D_{ia}D_{aj}\,\overline{D_{ib}D_{bj}}\right].
\]

The last term uses \(\overline{D_{ja}} = D_{aj}\) and \(D_{jb} = \overline{D_{bj}}\). Now sum over \(a\) and \(b\). Idempotency gives \(\sum_a |D_{ia}|^2 = D_{ii}\) and \(\sum_a D_{ia}D_{aj} = D_{ij}\), so the right side becomes \(2D_{ii}D_{jj} - 2|D_{ij}|^2\). Therefore

\[
g_{ij} = \tfrac12 \sum_{a,b} |D_{ia}D_{jb} - D_{ib}D_{ja}|^2 \ge 0 .
\]

It is zero exactly when every one of these determinants vanishes, that is, when rows \(i\) and \(j\) are linearly dependent. For \(k = 1\) each row of \(g\) sums to zero and has nonnegative entries, so \(g\) vanishes everywhere: one electron forms no pairs.

**Fractional occupations.** Without idempotency, the row formula still gives

\[
\sum_{ij} g_{ij} = k^2 - \operatorname{tr} D^2 = k(k-1) + \operatorname{tr}(D - D^2).
\]

If the eigenvalues of \(D\) lie in \([0,1]\), as the Pauli principle requires, then \(D - D^2\) is positive semidefinite. A total of \(k(k-1)\) makes its trace zero. Its nonnegative eigenvalues then all vanish, and \(D^2 = D\). Hermiticity and the total alone would not be enough: the matrix \(\operatorname{diag}\big(\tfrac43, \tfrac13, \tfrac13\big)\), with trace \(k = 2\), has the right total \(4 - 2 = 2\) because the occupation above 1 compensates the two below 1.

**An example.** Put two electrons of equal spin on three sites and leave the uniform orbital \((1,1,1)/\sqrt3\) empty. Then \(D\) has \(2/3\) on the diagonal and \(-1/3\) elsewhere, so \(g_{01} = 4/9 - 1/9 = 1/3\), with sites numbered from 0. The six ordered pairs of distinct sites contribute \(6 \cdot \tfrac13 = 2 = k(k-1)\).

Here is the Lean version of these arguments.

```lean
import Mathlib

open scoped ComplexOrder

namespace OccupiedPairDensity

noncomputable section

variable {n : Type*}

/-- The pair density `g_ij = D_ii D_jj - |D_ij|²` of a density matrix `D`, written with the
real parts of the diagonal entries. -/
def pairDensity (D : Matrix n n ℂ) (i j : n) : ℝ :=
  (D i i).re * (D j j).re - ‖D i j‖ ^ 2

/-- The diagonal entries of a Hermitian matrix are real. -/
theorem diag_im {D : Matrix n n ℂ} (hD : D.IsHermitian) (i : n) : (D i i).im = 0 :=
  Complex.conj_eq_iff_im.mp (hD.apply i i)

variable [Fintype n]

/-- For a Hermitian matrix `D`, the squared moduli in row `i` sum to the diagonal entry
`(D²)_ii`. -/
theorem row_norm {D : Matrix n n ℂ} (hD : D.IsHermitian) (i : n) :
    ∑ j, ‖D i j‖ ^ 2 = ((D * D) i i).re := by
  rw [Matrix.mul_apply, Complex.re_sum]
  apply Finset.sum_congr rfl
  intro j _
  rw [← hD.apply j i, Complex.sq_norm, Complex.normSq_apply]
  simp [Complex.mul_re]

/-- If the trace of `D` is the real number `k`, the real parts of the diagonal entries
sum to `k`. -/
theorem sum_diag {D : Matrix n n ℂ} {k : ℝ} (ht : D.trace = (k : ℂ)) :
    ∑ i, (D i i).re = k := by
  have h := congrArg Complex.re ht
  simpa [Matrix.trace, Complex.re_sum] using h

/-- For a Hermitian matrix `D` of trace `k`, idempotent or not, the pair density summed over
the second index is `k D_ii - (D²)_ii`. -/
theorem row_sum {D : Matrix n n ℂ} {k : ℝ} (hD : D.IsHermitian)
    (ht : D.trace = (k : ℂ)) (i : n) :
    ∑ j, pairDensity D i j = k * (D i i).re - ((D * D) i i).re := by
  simp only [pairDensity]
  rw [Finset.sum_sub_distrib, ← Finset.mul_sum, row_norm hD, sum_diag ht]
  ring

/-- For a Hermitian idempotent `D`, the pair density is half the sum of the squared moduli of the
two-by-two determinants formed from rows `i` and `j` and columns `a` and `b`, summed over all
ordered pairs `(a, b)`. -/
theorem pairDensity_eq_sum_det {D : Matrix n n ℂ} (hD : D.IsHermitian) (hP : D * D = D)
    (i j : n) :
    pairDensity D i j = 1 / 2 * ∑ a, ∑ b, ‖D i a * D j b - D i b * D j a‖ ^ 2 := by
  -- expand one squared determinant into direct and exchange parts
  have key : ∀ a b, ‖D i a * D j b - D i b * D j a‖ ^ 2 =
      ‖D i a‖ ^ 2 * ‖D j b‖ ^ 2 + ‖D i b‖ ^ 2 * ‖D j a‖ ^ 2
        - 2 * ((D i a * D a j).re * (D i b * D b j).re
          + (D i a * D a j).im * (D i b * D b j).im) := by
    intro a b
    rw [← hD.apply a j, ← hD.apply b j]
    simp only [Complex.sq_norm, Complex.normSq_apply, Complex.star_def, Complex.mul_re,
      Complex.mul_im, Complex.sub_re, Complex.sub_im, Complex.conj_re, Complex.conj_im]
    ring
  -- idempotency evaluates the sums over intermediate indices
  have hre : ∑ a, (D i a * D a j).re = (D i j).re := by
    rw [← Complex.re_sum, ← Matrix.mul_apply, hP]
  have him : ∑ a, (D i a * D a j).im = (D i j).im := by
    rw [← Complex.im_sum, ← Matrix.mul_apply, hP]
  have hr : ∀ l, ∑ a, ‖D l a‖ ^ 2 = (D l l).re := by
    intro l
    rw [row_norm hD, hP]
  simp only [key, Finset.sum_sub_distrib, Finset.sum_add_distrib, ← Finset.mul_sum,
    ← Finset.sum_mul, hre, him, hr]
  rw [pairDensity, Complex.sq_norm, Complex.normSq_apply]
  ring

/-- For a Hermitian idempotent `D` of trace `k`, the pair density is nonnegative, vanishes for
equal indices, sums over one index to `(k - 1) D_ii` and over both to `k (k - 1)`. -/
theorem pairDensity_sum_rules {D : Matrix n n ℂ} {k : ℝ} (hD : D.IsHermitian)
    (hP : D * D = D) (ht : D.trace = (k : ℂ)) :
    (∀ i j, 0 ≤ pairDensity D i j) ∧ (∀ i, pairDensity D i i = 0) ∧
    (∀ i, ∑ j, pairDensity D i j = (k - 1) * (D i i).re) ∧
    ∑ i, ∑ j, pairDensity D i j = k * (k - 1) := by
  have hrow : ∀ i, ∑ j, pairDensity D i j = (k - 1) * (D i i).re := by
    intro i
    rw [row_sum hD ht, hP]
    ring
  refine ⟨fun i j => ?_, fun i => ?_, hrow, ?_⟩
  · rw [pairDensity_eq_sum_det hD hP]
    positivity
  · rw [pairDensity, Complex.sq_norm, Complex.normSq_apply, diag_im hD]
    ring
  · simp only [hrow]
    rw [← Finset.mul_sum, sum_diag ht]
    ring

/-- For a Hermitian idempotent `D`, the pair density at `i, j` vanishes exactly when all
two-by-two determinants formed from rows `i` and `j` vanish. -/
theorem pairDensity_eq_zero_iff {D : Matrix n n ℂ} (hD : D.IsHermitian) (hP : D * D = D)
    (i j : n) :
    pairDensity D i j = 0 ↔ ∀ a b, D i a * D j b = D i b * D j a := by
  rw [pairDensity_eq_sum_det hD hP]
  constructor
  · intro h a b
    have h1 : ∑ a, ∑ b, ‖D i a * D j b - D i b * D j a‖ ^ 2 = 0 := by linarith
    -- a vanishing sum of squares has vanishing terms
    have h2 := (Finset.sum_eq_zero_iff_of_nonneg
      (fun a _ => Finset.sum_nonneg (fun b _ => sq_nonneg _))).1 h1 a (Finset.mem_univ a)
    have h3 := (Finset.sum_eq_zero_iff_of_nonneg
      (fun b _ => sq_nonneg _)).1 h2 b (Finset.mem_univ b)
    exact sub_eq_zero.mp (norm_eq_zero.mp ((pow_eq_zero_iff two_ne_zero).1 h3))
  · intro h
    have h0 : ∀ a b, D i a * D j b - D i b * D j a = 0 :=
      fun a b => sub_eq_zero.mpr (h a b)
    simp [h0]

/-- For a Hermitian idempotent `D` of trace one, the pair density is zero everywhere. -/
theorem pairDensity_one_electron {D : Matrix n n ℂ} (hD : D.IsHermitian) (hP : D * D = D)
    (ht : D.trace = ((1 : ℝ) : ℂ)) (i j : n) : pairDensity D i j = 0 := by
  obtain ⟨hpos, _, hrow, _⟩ := pairDensity_sum_rules hD hP ht
  have h : ∑ j, pairDensity D i j = 0 := by
    rw [hrow]
    ring
  exact (Finset.sum_eq_zero_iff_of_nonneg (fun j _ => hpos i j)).1 h j (Finset.mem_univ j)

/-- Let `D` be Hermitian of trace `k` with `D - D²` positive semidefinite. If its pair density
sums over both indices to `k (k - 1)`, then `D` is idempotent. -/
theorem idempotent_of_pair_count {D : Matrix n n ℂ} {k : ℝ} (hD : D.IsHermitian)
    (hN : (D - D * D).PosSemidef) (ht : D.trace = (k : ℂ))
    (hs : ∑ i, ∑ j, pairDensity D i j = k * (k - 1)) : D * D = D := by
  simp only [row_sum hD ht, Finset.sum_sub_distrib, ← Finset.mul_sum, sum_diag ht] at hs
  -- the pair count says that the positive matrix `D - D²` has trace zero
  have h0 : (D - D * D).trace = 0 := by
    apply Complex.ext
    · simp only [Matrix.trace, Matrix.diag_apply, Matrix.sub_apply, Complex.re_sum,
        Complex.sub_re, Finset.sum_sub_distrib, Complex.zero_re, sum_diag ht]
      linarith
    · simp only [Matrix.trace, Matrix.diag_apply, Complex.im_sum, diag_im hN.isHermitian,
        Finset.sum_const_zero, Complex.zero_im]
  exact (sub_eq_zero.mp (hN.trace_eq_zero_iff.mp h0)).symm

/-- A three-site density matrix with diagonal entries `2/3` and off-diagonal entries `-1/3`. -/
def threeSite : Matrix (Fin 3) (Fin 3) ℂ :=
  !![2/3, -1/3, -1/3; -1/3, 2/3, -1/3; -1/3, -1/3, 2/3]

/-- The three-site density matrix is Hermitian and idempotent with trace two, and its pair
density between the first two sites is `1/3`. -/
theorem threeSite_witness :
    threeSite.IsHermitian ∧ threeSite * threeSite = threeSite ∧
    threeSite.trace = ((2 : ℝ) : ℂ) ∧ pairDensity threeSite 0 1 = 1 / 3 := by
  refine ⟨?_, ?_, ?_, ?_⟩
  · ext i j
    fin_cases i <;> fin_cases j <;> simp [threeSite, Matrix.conjTranspose_apply]
  · ext i j
    fin_cases i <;> fin_cases j <;>
      simp [threeSite, Matrix.mul_apply, Fin.sum_univ_succ] <;> norm_num
  · simp [threeSite, Matrix.trace, Fin.sum_univ_succ]
    norm_num
  · simp [pairDensity, threeSite]
    norm_num

end

end OccupiedPairDensity
```

```lean
#print axioms OccupiedPairDensity.pairDensity_sum_rules
-- 'OccupiedPairDensity.pairDensity_sum_rules' depends on axioms: [propext, Classical.choice, Quot.sound]
#print axioms OccupiedPairDensity.pairDensity_eq_zero_iff
-- 'OccupiedPairDensity.pairDensity_eq_zero_iff' depends on axioms: [propext, Classical.choice, Quot.sound]
#print axioms OccupiedPairDensity.pairDensity_one_electron
-- 'OccupiedPairDensity.pairDensity_one_electron' depends on axioms: [propext, Classical.choice, Quot.sound]
#print axioms OccupiedPairDensity.idempotent_of_pair_count
-- 'OccupiedPairDensity.idempotent_of_pair_count' depends on axioms: [propext, Classical.choice, Quot.sound]
```

## What the theorems say about electrons

The type `n` labels the spin orbitals; it is not a particle number. `Fintype n` makes the basis finite, and `D : Matrix n n ℂ` is the density matrix. The hypotheses `D.IsHermitian` and `D * D = D` say that it is an orthogonal projector, here onto the occupied space. The electron number is a real `k` with `D.trace = (k : ℂ)`; that it is an integer is neither assumed nor needed.

The definition `pairDensity` returns a real number, using the real parts of the diagonal entries. Nothing is lost for Hermitian \(D\), by `diag_im`. The letter \(g\) often denotes a pair correlation function divided by the densities, whereas here it is unnormalised.

The main theorem, `pairDensity_sum_rules`, states four things together: nonnegativity for all `i j`, zero for equal indices, the row sum \((k-1)D_{ii}\), and the total \(k(k-1)\). In `idempotent_of_pair_count`, idempotency is replaced by `(D - D * D).PosSemidef`, the matrix form of occupations between 0 and 1, and comes out as the conclusion.

The step from the matrix to the electrons is the identification of \(g_{ij}\) with \(\langle a_i^\dagger a_j^\dagger a_j a_i\rangle\). It is Wick's theorem for a single determinant, and it enters here as physics, through the definition. For a correlated state the same expression in \(D\) is generally not the true pair density. A true \(k\)-electron state always contains \(k(k-1)\) ordered pairs, so an excess in \(\sum_{ij} g_{ij}\) is then a defect of the determinant formula.

Two conventions matter in use. In a nonorthogonal basis with overlap matrix \(S\), idempotency reads \(DSD = D\), so \(D\) must first be transformed to an orthonormal basis. A spin-summed closed-shell density matrix has occupations 2 and does not satisfy \(D^2 = D\) either.

For Hartree–Fock or Kohn–Sham determinants in a finite orthonormal basis, the row rule is the exchange-hole sum rule: given an electron in \(i\), with \(D_{ii} > 0\), the exchange term removes exactly one electron from the full distribution \(D_{jj}\), which sums to \(k\), and leaves the \(k-1\) others.

## From row sums to idempotency in Lean

`row_norm` proves \(\sum_j |D_{ij}|^2 = (D^2)_{ii}\) by writing out the matrix product and comparing terms, with `hD.apply` supplying the conjugation rule. `sum_diag` takes the real part of the trace condition. `row_sum` combines them into the row formula that holds before idempotency is used.

The sum of squares is `pairDensity_eq_sum_det`. Its inner statement `key` is the expansion of one squared determinant. The real part of the cross term appears as a product of real parts plus a product of imaginary parts, and `ring` checks the identity after everything has been split into components. The statements `hre` and `him` are the real and imaginary parts of \(\sum_a D_{ia}D_{aj} = D_{ij}\), while `hr` is \(\sum_a |D_{la}|^2 = D_{ll}\). A `simp only` call then factors the double sums and inserts these values.

In `pairDensity_sum_rules`, the row rule is proved first, as `hrow`. Nonnegativity follows by rewriting with the determinant formula and calling `positivity`; the diagonal case uses `diag_im`, and the total is the sum of `hrow` over `i`.

For `pairDensity_eq_zero_iff`, the lemma `Finset.sum_eq_zero_iff_of_nonneg` is applied once to the outer sum and once to the inner one, which isolates a single determinant. `pairDensity_one_electron` applies the same lemma to a row whose sum is zero.

The converse turns the pair count into `h0`, the statement that \(D - D^2\) has trace zero. The real part comes from `linarith`, and the imaginary part from the real diagonal of a Hermitian matrix. `hN.trace_eq_zero_iff` then gives \(D - D^2 = 0\). Finally, `threeSite_witness` checks the three-site example entry by entry, which shows that the hypotheses of the main theorem can be met with a nonzero pair density.
